# The diagonal sum rule fixes the spin–orbit constants of ³F and ³P in d², and of ⁴F, ⁴P, ²H and ²G in d³

Put two d electrons, both with spin up, into the orbitals $m=2$ and $m=1$. This is the only determinant of d² with total projections $M_L=3$ and $M_S=1$, and the only term with such a state is ³F. Let $\zeta$ be the one-electron spin–orbit parameter of the shell, so that the interaction is $\zeta\sum_i \mathbf l_i\cdot\mathbf s_i$, with angular momenta in units of $\hbar$. With $s=\pm\tfrac12$ for the spin projection of an electron, its diagonal element in this determinant is

$$\zeta\sum m\,s=\zeta\left(2\cdot\tfrac12+1\cdot\tfrac12\right)=\tfrac32\zeta .$$

Within a term the same interaction acts as $A\,\mathbf L\cdot\mathbf S$, where $A$ is the constant of the term, and its diagonal element is $A\,M_LM_S=3A$. Hence $A({}^3F)=\zeta/2$.

When a sector, meaning a pair $(M_L,M_S)$, holds several determinants, the LS states are unitary combinations of them. The trace of the interaction restricted to the sector is the same in both bases, so

$$\sum_{D}\zeta\sum_{(m,s)\in D} m\,s \;=\; M_LM_S\sum_{t}A(t),$$

with $D$ running over the determinants of the sector and $t$ over the terms that have a state in it. This diagonal sum rule is the physical input. The theorems assume it, sector by sector, and derive the constants from it.

In Lean 4 with Mathlib:

```lean
import Mathlib

namespace SpinOrbitDiagonalSum
```

## Determinants as sets of spin orbitals

A d spin orbital is a pair of an orbital and a spin direction, which gives ten in all.

```lean
/-- A d spin orbital: the first entry labels `m = 2, 1, 0, -1, -2`, the second is `true` for
spin up. -/
abbrev SpinOrbital := Fin 5 × Bool
```

The orbital label $k=0,\dots,4$ stands for $m=2-k$.

```lean
/-- The orbital magnetic quantum number `m` of a d spin orbital. -/
def ml (o : SpinOrbital) : ℤ := 2 - (o.1.val : ℤ)
```

Spin projections are doubled to keep them integers: $2s=\pm1$.

```lean
/-- Twice the spin projection of a spin orbital. -/
def twoMs (o : SpinOrbital) : ℤ := if o.2 then 1 else -1
```

A determinant of dᴺ is a set of $N$ spin orbitals, so the Pauli principle is built in. The sign of the antisymmetrised product is not recorded, and diagonal elements don't depend on it. A sector collects the determinants with $\sum m=M_L$ and $\sum 2s=2M_S$. The sector $(3,1)$ of the text therefore appears in the code with the arguments `3 2`.

```lean
/-- The determinants of `d^N` with given `M_L` and `2 M_S`. -/
def sector (N : ℕ) (ML twoMS : ℤ) : Finset (Finset SpinOrbital) :=
  (Finset.powersetCard N Finset.univ).filter
    (fun D => ∑ o ∈ D, ml o = ML ∧ ∑ o ∈ D, twoMs o = twoMS)
```

In $\mathbf l\cdot\mathbf s=l_zs_z+\tfrac12(l_+s_-+l_-s_+)$ the ladder part changes the spin orbital and has no diagonal element. What remains is $\zeta\sum m\,s$, which the code takes as a definition.

```lean
/-- The diagonal spin-orbit energy `ζ Σ m s` of a determinant. -/
noncomputable def spinOrbitDiag (ζ : ℝ) (D : Finset SpinOrbital) : ℝ :=
  ζ * ∑ o ∈ D, (ml o : ℝ) * ((twoMs o : ℝ) / 2)
```

Taking out the factor $\zeta/2$ leaves the integer $W=\sum_D\sum m\,(2s)$, which can be found by counting.

```lean
/-- The integer `Σ m (2s)` summed over all determinants of a sector. -/
def sectorWeight (N : ℕ) (ML twoMS : ℤ) : ℤ :=
  ∑ D ∈ sector N ML twoMS, ∑ o ∈ D, ml o * twoMs o
```

## Terms and the sectors they reach

The terms of d² are ¹S, ³P, ¹D, ³F and ¹G.

```lean
/-- The terms of `d^2`. -/
inductive D2Term
  | singletS | tripletP | singletD | tripletF | singletG
  deriving DecidableEq
```

Those of d³ are ⁴F, ⁴P, ²H, ²G, ²F, two different ²D terms, and ²P.

```lean
/-- The terms of `d^3`; the doublet D occurs twice. -/
inductive D3Term
  | quartetF | quartetP | doubletH | doubletG | doubletF | doubletD | doubletD' | doubletP
  deriving DecidableEq

open D2Term D3Term
```

Both lists are finite, which allows sums over terms.

```lean
instance : Fintype D2Term where
  elems := {singletS, tripletP, singletD, tripletF, singletG}
  complete := by intro t; cases t <;> decide

instance : Fintype D3Term where
  elems := {quartetF, quartetP, doubletH, doubletG, doubletF, doubletD, doubletD', doubletP}
  complete := by intro t; cases t <;> decide
```

Each term carries its quantum numbers as the pair $(L,2S)$.

```lean
/-- The quantum numbers `(L, 2S)` of the terms of `d^2`. -/
def d2QN : D2Term → ℕ × ℕ
  | singletS => (0, 0)
  | tripletP => (1, 2)
  | singletD => (2, 0)
  | tripletF => (3, 2)
  | singletG => (4, 0)

/-- The quantum numbers `(L, 2S)` of the terms of `d^3`. -/
def d3QN : D3Term → ℕ × ℕ
  | quartetF => (3, 3)
  | quartetP => (1, 3)
  | doubletH => (5, 1)
  | doubletG => (4, 1)
  | doubletF => (3, 1)
  | doubletD => (2, 1)
  | doubletD' => (2, 1)
  | doubletP => (1, 1)
```

A term has exactly one state in the sector $(M_L,M_S)$ if $|M_L|\le L$, $|M_S|\le S$ and $S-M_S$ is an integer. Otherwise it has none. In doubled spins the last condition says that $2S-2M_S$ is even.

```lean
/-- The terms having a state with the given `M_L` and `2 M_S`. -/
def contributing {T : Type} [Fintype T] (q : T → ℕ × ℕ) (ML twoMS : ℤ) : Finset T :=
  Finset.univ.filter (fun t => ML.natAbs ≤ (q t).1 ∧ twoMS.natAbs ≤ (q t).2 ∧
    (2 : ℤ) ∣ ((q t).2 : ℤ) - twoMS)
```

The sum rule for one sector can now be stated as a predicate on the assumed constants `A`.

```lean
/-- The diagonal sum rule in one sector: the spin-orbit energies of the determinants add up to
`M_L M_S` times the sum of the constants `A` of the contributing terms. -/
def DiagonalSumRule {T : Type} [Fintype T] (q : T → ℕ × ℕ) (N : ℕ) (ζ : ℝ) (A : T → ℝ)
    (ML twoMS : ℤ) : Prop :=
  ∑ D ∈ sector N ML twoMS, spinOrbitDiag ζ D =
    (ML : ℝ) * ((twoMS : ℝ) / 2) * ∑ t ∈ contributing q ML twoMS, A t
```

## The term lists match the determinants

If the lists are right, each sector must have as many determinants as contributing terms. In d², for example, $(1,1)$ holds the spin-up pairs $\{2,-1\}$ and $\{1,0\}$, matched by ³F and ³P. Here `decide +kernel` enumerates both sides in every sector of the stated range, which includes all sectors that contain a determinant.

```lean
/-- In each sector of `d^2` with `|M_L| ≤ 4` and `|M_S| ≤ 1` there are as many determinants as
contributing terms. -/
theorem d2_term_count : ∀ ML ∈ Finset.Icc (-4 : ℤ) 4, ∀ twoMS ∈ Finset.Icc (-2 : ℤ) 2,
    (sector 2 ML twoMS).card = (contributing d2QN ML twoMS).card := by
  decide +kernel

/-- In each sector of `d^3` with `|M_L| ≤ 5` and `|M_S| ≤ 3/2` there are as many determinants as
contributing terms. -/
theorem d3_term_count : ∀ ML ∈ Finset.Icc (-5 : ℤ) 5, ∀ twoMS ∈ Finset.Icc (-3 : ℤ) 3,
    (sector 3 ML twoMS).card = (contributing d3QN ML twoMS).card := by
  decide +kernel
```

## From energies to an integer

Since $m\,s=\tfrac12\,m\,(2s)$, the left side of the sum rule is

$$\sum_D\zeta\sum m\,s=\frac{\zeta}{2}\,W .$$

The proof moves the constant factors inside the two sums and compares them summand by summand, where `ring` closes the identity.

```lean
/-- The summed spin-orbit energy of a sector is `ζ/2` times its integer weight. -/
theorem sector_trace (N : ℕ) (ML twoMS : ℤ) (ζ : ℝ) :
    ∑ D ∈ sector N ML twoMS, spinOrbitDiag ζ D = ζ / 2 * (sectorWeight N ML twoMS : ℝ) := by
  simp only [spinOrbitDiag, sectorWeight]
  push_cast
  rw [Finset.mul_sum]
  refine Finset.sum_congr rfl fun D _ => ?_
  rw [Finset.mul_sum, Finset.mul_sum]
  exact Finset.sum_congr rfl fun o _ => by ring
```

A program that builds the spin–orbit matrix of a dᴺ shell in a basis of determinants built from orbitals of definite $m$ can use this as a test: the trace of the diagonal block of each sector $(M_L,M_S)$ must equal $\zeta W/2$, in the model of a single shell with one parameter $\zeta$. The ladder part also connects different sectors with the same $M_L+M_S$, and this test does not see those elements.

## The two triplets of d²

The sector $(3,1)$ has $W=2+1=3$, so $\tfrac32\zeta=3A({}^3F)$. In $(1,1)$ the determinants $\{2,-1\}$ and $\{1,0\}$ each contribute $1$ to $W$, so $W=2$ and

$$\zeta=A({}^3F)+A({}^3P)\quad\Rightarrow\quad A({}^3P)=\zeta-\tfrac12\zeta=\tfrac12\zeta .$$

The theorem takes the rule in these two sectors as `h31` and `h11`. The proof finds the contributing terms and the weights by enumeration, inserts them into the hypotheses, and leaves the two linear equations to `linarith`.

```lean
/-- For `d^2`, the sum rule in the sectors `(3, 1)` and `(1, 1)` gives
`A(3F) = A(3P) = ζ/2`. -/
theorem d2_constants (ζ : ℝ) (A : D2Term → ℝ)
    (h31 : DiagonalSumRule d2QN 2 ζ A 3 2) (h11 : DiagonalSumRule d2QN 2 ζ A 1 2) :
    A tripletF = ζ / 2 ∧ A tripletP = ζ / 2 := by
  -- contributing terms, found by enumeration
  have s1 : ∑ t ∈ contributing d2QN 3 2, A t = A tripletF := by
    rw [show contributing d2QN 3 2 = {tripletF} by decide +kernel]; simp
  have s2 : ∑ t ∈ contributing d2QN 1 2, A t = A tripletF + A tripletP := by
    rw [show contributing d2QN 1 2 = {tripletF, tripletP} by decide +kernel]; simp
  rw [DiagonalSumRule, sector_trace, s1,
    show sectorWeight 2 3 2 = 3 by decide +kernel] at h31
  rw [DiagonalSumRule, sector_trace, s2,
    show sectorWeight 2 1 2 = 2 by decide +kernel] at h11
  push_cast at h31 h11
  constructor <;> linarith
```

For a numerical instance take $\zeta=600\ \mathrm{cm^{-1}}$, a round number chosen for illustration. Then $A({}^3F)=300\ \mathrm{cm^{-1}}$, and to first order the level with total angular momentum $J$ is shifted by

$$\tfrac12A\,[J(J+1)-L(L+1)-S(S+1)]=150\,[J(J+1)-14]\ \mathrm{cm^{-1}} .$$

This gives $-1200$, $-300$ and $+900\ \mathrm{cm^{-1}}$ for $J=2,3,4$. Weighted with $2J+1$, the shifts add up to $-6000-2100+8100=0$, as they must.

## Four terms of d³

Write a determinant as its spin-up orbitals, a bar, and its spin-down orbitals. The four sectors are

| $(M_L,M_S)$ | determinants | $W$ | sum rule |
|---|---|---|---|
| $(3,\tfrac32)$ | $\{2,1,0\mid\}$ | $3$ | $\tfrac32\zeta=\tfrac92A({}^4F)$ |
| $(1,\tfrac32)$ | $\{2,1,-2\mid\}$, $\{2,0,-1\mid\}$ | $1+1=2$ | $\zeta=\tfrac32[A({}^4F)+A({}^4P)]$ |
| $(5,\tfrac12)$ | $\{2,1\mid2\}$ | $1$ | $\tfrac12\zeta=\tfrac52A({}^2H)$ |
| $(4,\tfrac12)$ | $\{2,1\mid1\}$, $\{2,0\mid2\}$ | $2+0=2$ | $\zeta=2[A({}^2H)+A({}^2G)]$ |

The first row gives $A({}^4F)=\zeta/3$, and the second then gives $A({}^4P)=\tfrac23\zeta-\tfrac13\zeta=\zeta/3$. The third gives $A({}^2H)=\zeta/5$, and the fourth $A({}^2G)=\tfrac12\zeta-\tfrac15\zeta=\tfrac{3}{10}\zeta$. The quartets don't enter the last two rows, because their $L$ is at most 3.

The proof has the same shape as for d². The sums `s1` to `s4` list the contributing terms of the four rows, the `show sectorWeight` rewrites supply the column $W$, and `linarith` solves the equations.

```lean
/-- For `d^3`, the sum rule in the sectors `(3, 3/2)`, `(1, 3/2)`, `(5, 1/2)` and `(4, 1/2)` gives
`A(4F) = A(4P) = ζ/3`, `A(2H) = ζ/5` and `A(2G) = 3ζ/10`. -/
theorem d3_constants (ζ : ℝ) (A : D3Term → ℝ)
    (h33 : DiagonalSumRule d3QN 3 ζ A 3 3) (h13 : DiagonalSumRule d3QN 3 ζ A 1 3)
    (h51 : DiagonalSumRule d3QN 3 ζ A 5 1) (h41 : DiagonalSumRule d3QN 3 ζ A 4 1) :
    A quartetF = ζ / 3 ∧ A quartetP = ζ / 3 ∧ A doubletH = ζ / 5 ∧
      A doubletG = 3 * ζ / 10 := by
  have s1 : ∑ t ∈ contributing d3QN 3 3, A t = A quartetF := by
    rw [show contributing d3QN 3 3 = {quartetF} by decide +kernel]; simp
  have s2 : ∑ t ∈ contributing d3QN 1 3, A t = A quartetF + A quartetP := by
    rw [show contributing d3QN 1 3 = {quartetF, quartetP} by decide +kernel]; simp
  have s3 : ∑ t ∈ contributing d3QN 5 1, A t = A doubletH := by
    rw [show contributing d3QN 5 1 = {doubletH} by decide +kernel]; simp
  have s4 : ∑ t ∈ contributing d3QN 4 1, A t = A doubletH + A doubletG := by
    rw [show contributing d3QN 4 1 = {doubletH, doubletG} by decide +kernel]; simp
  rw [DiagonalSumRule, sector_trace, s1,
    show sectorWeight 3 3 3 = 3 by decide +kernel] at h33
  rw [DiagonalSumRule, sector_trace, s2,
    show sectorWeight 3 1 3 = 2 by decide +kernel] at h13
  rw [DiagonalSumRule, sector_trace, s3,
    show sectorWeight 3 5 1 = 1 by decide +kernel] at h51
  rw [DiagonalSumRule, sector_trace, s4,
    show sectorWeight 3 4 1 = 2 by decide +kernel] at h41
  push_cast at h33 h13 h51 h41
  refine ⟨?_, ?_, ?_, ?_⟩ <;> linarith
```

## Constants that satisfy the rule in all sectors

The theorems above would be empty if no set of constants obeyed the assumed equations. Explicit tables show that such sets exist. Their entries are in units of $\zeta/30$, which makes them integers. For d² the triplets get $15$ and the singlets, which have no spin–orbit splitting, get $0$.

```lean
/-- Constants for the terms of `d^2` in units of `ζ/30`. -/
def d2Table : D2Term → ℤ
  | tripletP => 15
  | tripletF => 15
  | _ => 0
```

For d³ the table repeats the four constants found above and adds $-\zeta/6$ for ²F, $2\zeta/3$ for ²P and $\zeta/6$ for each ²D.

```lean
/-- Constants for the terms of `d^3` in units of `ζ/30`, with equal values for the two 2D terms. -/
def d3Table : D3Term → ℤ
  | quartetF => 10
  | quartetP => 10
  | doubletH => 6
  | doubletG => 9
  | doubletF => -5
  | doubletD => 5
  | doubletD' => 5
  | doubletP => 20
```

The two ²D terms always contribute together, so the rule sees only the sum of their constants, and the equal division is a choice. In an atom the individual values depend on how the Coulomb repulsion mixes the two. Solving the sectors $(3,\tfrac12)$, $(2,\tfrac12)$ and $(1,\tfrac12)$ by hand in the same way yields the tabulated ²F, the ²D sum and ²P, a uniqueness that none of the theorems states.

With $A(t)=\zeta c_t/30$ for integers $c_t$, the sum rule reads

$$\frac{\zeta}{2}W=M_L\,\frac{2M_S}{2}\cdot\frac{\zeta}{30}\sum_t c_t .$$

It follows from the integer identity $30\,W=M_L\,(2M_S)\sum_t c_t$ on multiplication by $\zeta/60$. The `linear_combination` step is this multiplication; the variable `M` stands for $2M_S$.

```lean
/-- For constants given in units of `ζ/30`, the sum rule follows from an identity between
integers. -/
theorem sumRule_of_int {T : Type} [Fintype T] (q : T → ℕ × ℕ) (N : ℕ) (ζ : ℝ) (c : T → ℤ)
    (ML M : ℤ)
    (h : 30 * sectorWeight N ML M = ML * M * ∑ t ∈ contributing q ML M, c t) :
    DiagonalSumRule q N ζ (fun t => ζ * (c t : ℝ) / 30) ML M := by
  have h' : (30 : ℝ) * (sectorWeight N ML M : ℝ) =
      (ML : ℝ) * (M : ℝ) * ∑ t ∈ contributing q ML M, (c t : ℝ) := by exact_mod_cast h
  have hs : ∑ t ∈ contributing q ML M, ζ * (c t : ℝ) / 30 =
      ζ * (∑ t ∈ contributing q ML M, (c t : ℝ)) / 30 := by
    rw [Finset.mul_sum, Finset.sum_div]
  unfold DiagonalSumRule
  rw [sector_trace]
  simp only [hs]
  linear_combination (ζ / 60) * h'
```

The integer identity is then checked by enumeration in each sector, first for d² and then for d³. A single table satisfies all sectors of its configuration at once, for every real $\zeta$.

```lean
/-- The tabulated constants of `d^2` obey the sum rule in every sector with `|M_L| ≤ 4` and
`|M_S| ≤ 1`. -/
theorem d2_sumRule_witness (ζ : ℝ) :
    ∀ ML ∈ Finset.Icc (-4 : ℤ) 4, ∀ M ∈ Finset.Icc (-2 : ℤ) 2,
      DiagonalSumRule d2QN 2 ζ (fun t => ζ * (d2Table t : ℝ) / 30) ML M := by
  have key : ∀ ML ∈ Finset.Icc (-4 : ℤ) 4, ∀ M ∈ Finset.Icc (-2 : ℤ) 2,
      30 * sectorWeight 2 ML M = ML * M * ∑ t ∈ contributing d2QN ML M, d2Table t := by
    decide +kernel
  exact fun ML hML M hM => sumRule_of_int d2QN 2 ζ d2Table ML M (key ML hML M hM)

/-- The tabulated constants of `d^3` obey the sum rule in every sector with `|M_L| ≤ 5` and
`|M_S| ≤ 3/2`. -/
theorem d3_sumRule_witness (ζ : ℝ) :
    ∀ ML ∈ Finset.Icc (-5 : ℤ) 5, ∀ M ∈ Finset.Icc (-3 : ℤ) 3,
      DiagonalSumRule d3QN 3 ζ (fun t => ζ * (d3Table t : ℝ) / 30) ML M := by
  have key : ∀ ML ∈ Finset.Icc (-5 : ℤ) 5, ∀ M ∈ Finset.Icc (-3 : ℤ) 3,
      30 * sectorWeight 3 ML M = ML * M * ∑ t ∈ contributing d3QN ML M, d3Table t := by
    decide +kernel
  exact fun ML hML M hM => sumRule_of_int d3QN 3 ζ d3Table ML M (key ML hML M hM)

end SpinOrbitDiagonalSum
```

```lean
#print axioms SpinOrbitDiagonalSum.d3_term_count
#print axioms SpinOrbitDiagonalSum.d2_constants
#print axioms SpinOrbitDiagonalSum.d3_constants
#print axioms SpinOrbitDiagonalSum.sumRule_of_int
```

```
'SpinOrbitDiagonalSum.d3_term_count' depends on axioms: [propext, Classical.choice, Quot.sound]
'SpinOrbitDiagonalSum.d2_constants' depends on axioms: [propext, Classical.choice, Quot.sound]
'SpinOrbitDiagonalSum.d3_constants' depends on axioms: [propext, Classical.choice, Quot.sound]
'SpinOrbitDiagonalSum.sumRule_of_int' depends on axioms: [propext, Classical.choice, Quot.sound]
```
